# Second-order expansion of the exponential of a finite complex matrix, with a cubic remainder

For a fixed complex square matrix S of finite size, the lemma says that exp(xS) agrees with 1 + xS + x²S²/2 up to an error O(x³) as the complex parameter x tends to 0. In physics this is the second-order expansion of a transformation generated by S on a finite-dimensional state space. S need not be anti-Hermitian, so the transformation need not be unitary, and no Hamiltonian enters the statement. The proof takes the general remainder bound for the exponential power series after three terms, puts xS in for its argument, bounds ‖xS‖³ by a constant times |x|³, and identifies the three terms explicitly.

This version doesn't compile in Lean 4 with Mathlib:

```lean
import Mathlib

open Filter Topology Asymptotics
open scoped Matrix.Norms.Operator

namespace HubbardSchriefferWolff

noncomputable section

variable {n : Type*} [Fintype n] [DecidableEq n]

/-- The exponential `exp (xS)` is `1 + xS + x²S²/2` with an error `O(x³)` as `x → 0`. -/
theorem exp_second_order (S : Matrix n n ℂ) :
    (fun x : ℂ => NormedSpace.exp (x • S) - (1 + x • S + (x ^ 2 / 2) • (S * S)))
      =O[𝓝 0] fun x : ℂ => x ^ 3 := by
  have h := (NormedSpace.exp_hasFPowerSeriesAt_zero
    (𝕂 := ℂ) (𝔸 := Matrix n n ℂ)).isBigO_sub_partialSum_pow 3
  have hx : Tendsto (fun x : ℂ => x • S) (𝓝 0) (𝓝 0) := by
    have hc : Continuous fun x : ℂ => x • S := continuous_id.smul continuous_const
    simpa using hc.tendsto 0
  have h3 : (fun x : ℂ => ‖x • S‖ ^ 3) =O[𝓝 0] fun x : ℂ => x ^ 3 := by
    refine IsBigO.of_bound (‖S‖ ^ 3) (Eventually.of_forall fun x => ?_)
    simp only [norm_pow, norm_norm, norm_smul]
    exact le_of_eq (by ring)
  refine ((h.comp_tendsto hx).trans h3).congr_left fun x => ?_
  have key : (NormedSpace.expSeries ℂ (Matrix n n ℂ)).partialSum 3 (x • S)
      = 1 + x • S + (x ^ 2 / 2) • (S * S) := by
    simp only [FormalMultilinearSeries.partialSum, Finset.sum_range_succ,
      Finset.sum_range_zero, NormedSpace.expSeries_apply_eq, zero_add, pow_zero, pow_one,
      smul_pow, sq S, Nat.factorial_zero, Nat.factorial_one, Nat.factorial_two,
      Nat.cast_one, Nat.cast_ofNat]
    module
  show NormedSpace.exp (0 + x • S)
    - (NormedSpace.expSeries ℂ (Matrix n n ℂ)).partialSum 3 (x • S) = _
  rw [zero_add, key]

end

end HubbardSchriefferWolff
```

The error:

```
Try this:
  [apply] ring_nf
  
  The `ring` tactic failed to close the goal. Use `ring_nf` to obtain a normal form.
    
  Note that `ring` works primarily in *commutative* rings. If you have a noncommutative ring, abelian group or module, consider using `noncomm_ring`, `abel` or `module` instead.
Main.lean:24:20: error: unsolved goals
n : Type u_1
inst✝¹ : Fintype n
inst✝ : DecidableEq n
S : Matrix n n ℂ
h :
  (fun y => NormedSpace.exp (0 + y) - (NormedSpace.expSeries ℂ (Matrix n n ℂ)).partialSum 3 y) =O[𝓝 0] fun y => ‖y‖ ^ 3
hx : Tendsto (fun x => x • S) (𝓝 0) (𝓝 0)
x : ℂ
⊢ ‖‖x‖ * ‖S‖‖ ^ 3 = ‖x‖ ^ 3 * ‖S‖ ^ 3
Main.lean:23:25: warning: This simp argument is unused:
  norm_norm

Hint: Omit it from the simp argument list.
  [apply] simp only [norm_pow, norm_smul]

Note: This linter can be disabled with `set_option linter.unusedSimpArgs false`
```

The repair, with which the file compiles:

```diff
@@ -21,5 +21,5 @@
   have h3 : (fun x : ℂ => ‖x • S‖ ^ 3) =O[𝓝 0] fun x : ℂ => x ^ 3 := by
     refine IsBigO.of_bound (‖S‖ ^ 3) (Eventually.of_forall fun x => ?_)
-    simp only [norm_pow, norm_norm, norm_smul]
+    simp only [norm_pow, norm_smul, norm_mul, norm_norm]
     exact le_of_eq (by ring)
   refine ((h.comp_tendsto hx).trans h3).congr_left fun x => ?_
```

Diagnosis. The error is in the bound on ‖xS‖³, where `ring` is left with `‖‖x‖ * ‖S‖‖ ^ 3 = ‖x‖ ^ 3 * ‖S‖ ^ 3`. The equation is true, but `ring` does not know that the norm of a product of real numbers is the product of their norms, and treats the outer norm as an opaque quantity. The suggestion to use `ring_nf` doesn't help, since the missing fact is about norms.

The outer norm survived because `simp only` rewrote the inner `‖x • S‖` to `‖x‖ * ‖S‖` by `norm_smul`. What remained was the norm of a product, which `norm_norm` does not match, as it needs a norm directly inside a norm. Hence also the warning that `norm_norm` is unused.

The repair adds `norm_mul`, which splits the outer norm into `‖‖x‖‖ * ‖‖S‖‖`. Now `norm_norm` applies to each factor, and `ring` has only ordinary algebra left to do. The changed order of the lemmas in the list is mere tidying.
